# Convergent restarts of a fixed-basis relaxation end at too small a cell if the energy is differentiable and convex and the basis error has a positive slope

Suppose a variable-cell relaxation in a plane-wave code has been restarted from its own final cell, with the basis rebuilt each time, until the cell no longer changes. Before the lattice constant is accepted, it should still be checked at a higher cutoff. In a model with one cell length, a differentiable convex energy curve and a basis error that rises with positive slope when the cell is stretched, a cell that restarts leave unchanged is smaller than the true equilibrium cell. Agreement between successive restarts therefore does not show that the basis error has gone.

## The energy of a stretched cell in a frozen basis

```lean
import Mathlib

open Set Filter Topology

namespace RestartedCellRelaxation

noncomputable section

/-- Energy of the cell `a` computed with the basis set up at the reference cell `b ≠ 0`:
the exact energy `E a` plus a basis error `h` that depends on the stretch `a / b`. -/
def fixedBasisEnergy (E h : ℝ → ℝ) (b a : ℝ) : ℝ := E a + h (a / b)
```

The number a is the cell length during a relaxation, and b is the reference cell at which the plane waves were chosen. E(a) is the exact energy, free of basis error. The definition says

F(a) = E(a) + h(a/b),

where F is `fixedBasisEnergy E h b`. The type `ℝ → ℝ` means a real function of a real variable, and Lean writes `E a` for E(a).

The physics of h is as follows. If the set of plane waves is kept while the cell expands, every nonzero wave vector shrinks, so the effective kinetic-energy cutoff falls and the variational energy error rises. This is the reason for assuming a positive slope of h at stretch a/b = 1, where the cell equals its reference. The model assumes that the error depends only on the ratio a/b, and that each restart uses the same nominal cutoff, so that h stays the same function.

```lean
/-- A cell `b > 0` is self-consistent if it minimizes, over all positive cells, the energy
computed with the basis set up at `b` itself. -/
def IsSelfConsistentCell (E h : ℝ → ℝ) (b : ℝ) : Prop :=
  0 < b ∧ IsMinOn (fixedBasisEnergy E h b) (Ioi 0) b
```

A `Prop` is a statement that may be true or false. This one says that b is positive and that

E(b) + h(b/b) ≤ E(a) + h(a/b) for every a > 0.

`Ioi 0` is the open interval (0, ∞), and `IsMinOn f S b` says that f(b) ≤ f(x) for every x in S. A relaxation started at such a cell, with the basis built there, can return the same cell.

```lean
/-- A sequence of restarted relaxations: all cells are positive, and each new cell minimizes
the energy computed with the basis set up at the previous cell. -/
def IsRestartSequence (E h : ℝ → ℝ) (c : ℕ → ℝ) : Prop :=
  ∀ k, 0 < c k ∧ IsMinOn (fixedBasisEnergy E h (c k)) (Ioi 0) (c (k + 1))
```

Here c is a sequence of cells, with `c k` the reference cell of run k and `c (k + 1)` its result. Each result is a global minimizer over all positive cells, whereas a practical optimizer may stop at a local minimum. If there are several minimizers, any of them may be taken.

## Force balance and the sign of the error

```lean
/-- Force balance: if `E` is differentiable on the positive cells and the basis error `h` has slope
`s` at stretch `1`, then a self-consistent cell `b` satisfies `b E'(b) = -s`. -/
theorem force_balance {E h : ℝ → ℝ} {b s : ℝ} (hE : DifferentiableOn ℝ E (Ioi 0))
    (hh : HasDerivAt h s 1) (hb : IsSelfConsistentCell E h b) :
    b * deriv E b = -s := by
  obtain ⟨hpos, hmin⟩ := hb
  have hE' : HasDerivAt E (deriv E b) b :=
    (hE.differentiableAt (Ioi_mem_nhds hpos)).hasDerivAt
  have h1 : HasDerivAt (fun a : ℝ => a / b) (1 / b) b := (hasDerivAt_id' b).div_const b
  have h2 : HasDerivAt h s (b / b) := by
    rw [div_self hpos.ne']
    exact hh
  have h3 : HasDerivAt (h ∘ fun a : ℝ => a / b) (s * (1 / b)) b := by
    refine HasDerivAt.comp b ?_ h1
    exact h2
  -- the fixed-basis energy is stationary at its interior minimum
  have hloc : IsLocalMin (E + h ∘ fun a : ℝ => a / b) b :=
    hmin.isLocalMin (Ioi_mem_nhds hpos)
  have h0 : deriv E b + s * (1 / b) = 0 := hloc.hasDerivAt_eq_zero (hE'.add h3)
  have h4 : b * (s * (1 / b)) = s := by
    field_simp
  linear_combination b * h0 - h4
```

The round brackets in the statement hold the assumptions: E is differentiable on a > 0, h has derivative s at 1, and b is self-consistent. The conclusion is

b E′(b) = −s.

By hand, differentiate F at a = b with the chain rule:

F′(b) = E′(b) + h′(1)/b = E′(b) + s/b.

Since b is a minimum inside an open interval, F′(b) = 0, which gives

E′(b) + s/b = 0.

Multiplying by b gives the claim. For s > 0 the exact force −E′(b) = s/b points towards expansion, and the basis error balances it.

In the proof, `hE'` and `h1` are the derivatives of E(a) and a/b, and `h3` is the chain rule. `hloc` turns the minimum over all positive cells into a local one, and `h0` is the stationarity equation. The last tactic, `linear_combination`, multiplies that equation by b and simplifies the second term with `h4`.

```lean
/-- On the positive cells, a convex differentiable energy curve lies on or above each of its
tangents. -/
theorem tangent_le {E : ℝ → ℝ} {a b : ℝ} (hconv : ConvexOn ℝ (Ioi 0) E)
    (hE : DifferentiableOn ℝ E (Ioi 0)) (ha : 0 < a) (hb : 0 < b) :
    E b + deriv E b * (a - b) ≤ E a := by
  have hE' : HasDerivAt E (deriv E b) b :=
    (hE.differentiableAt (Ioi_mem_nhds hb)).hasDerivAt
  rcases lt_trichotomy a b with hab | hab | hab
  · have hs := hconv.slope_le_of_hasDerivAt (mem_Ioi.2 ha) (mem_Ioi.2 hb) hab hE'
    rw [slope_def_field, div_le_iff₀ (sub_pos.2 hab)] at hs
    linarith
  · subst hab
    simp
  · have hs := hconv.le_slope_of_hasDerivAt (mem_Ioi.2 hb) (mem_Ioi.2 ha) hab hE'
    rw [slope_def_field, le_div_iff₀ (sub_pos.2 hab)] at hs
    linarith
```

For a convex energy and any two positive cells a and b,

E(b) + E′(b)(a − b) ≤ E(a).

The right side is the energy curve, and the left side is its tangent at b. The derivation compares slopes. If a < b, convexity says that the slope of the chord from a to b is at most the slope of the tangent at its right end:

(E(b) − E(a))/(b − a) ≤ E′(b).

Multiplying by the positive number b − a and rearranging gives the claim. If a > b, the tangent is at the left end of the chord, so

E′(b) ≤ (E(a) − E(b))/(a − b),

and multiplying by a − b gives the same result. If a = b, both sides are equal.

The tactic `rcases` splits the proof into these three cases. In the two unequal cases, `hs` is the slope inequality, the `rw` line clears its denominator, and `linarith` finishes by linear arithmetic.

```lean
/-- For a convex differentiable energy with minimizer `a0`, and a basis error with positive slope at
stretch `1`, every self-consistent cell is smaller than `a0`. -/
theorem selfConsistent_lt {E h : ℝ → ℝ} {a0 b s : ℝ} (hconv : ConvexOn ℝ (Ioi 0) E)
    (hE : DifferentiableOn ℝ E (Ioi 0)) (ha0 : 0 < a0) (hmin : IsMinOn E (Ioi 0) a0)
    (hh : HasDerivAt h s 1) (hs : 0 < s) (hb : IsSelfConsistentCell E h b) :
    b < a0 := by
  have hbal := force_balance hE hh hb
  have hneg : deriv E b < 0 := by
    by_contra hcon
    have := mul_nonneg hb.1.le (not_lt.1 hcon)
    linarith
  by_contra hcon
  rcases lt_or_eq_of_le (not_lt.1 hcon) with hlt | heq
  · -- a minimizer below `b` would lie under the tangent at `b`
    have ht := tangent_le hconv hE ha0 hb.1
    have hm := isMinOn_iff.1 hmin b hb.1
    have hp := mul_pos_of_neg_of_neg hneg (sub_neg.2 hlt)
    linarith
  · -- at `a0` itself the exact force vanishes
    have hz : deriv E a0 = 0 := (hmin.isLocalMin (Ioi_mem_nhds ha0)).deriv_eq_zero
    rw [heq] at hz
    linarith
```

Now let a0 > 0 be a minimizer of the exact energy and let s > 0. The theorem says that every self-consistent cell b satisfies b < a0.

Force balance gives E′(b) = −s/b < 0. Suppose that b < a0 fails, so a0 ≤ b. If a0 < b, evaluate the tangent at b in the point a0:

E(a0) ≥ E(b) + E′(b)(a0 − b) > E(b).

The last step holds because E′(b) and a0 − b are both negative, so their product is positive. But a0 minimizes E, so E(a0) ≤ E(b), a contradiction. If a0 = b, then E′(b) = 0 because a0 is a minimum, which contradicts E′(b) < 0.

The Lean proof takes the same route. `hneg` is the sign of E′(b), and `by_contra hcon` assumes the opposite of the goal. The two bullets treat a0 < b and a0 = b. Convexity need not be strict here: if E has a flat bottom, b lies below every one of its minimizers.

```lean
/-- For a strictly convex differentiable energy with minimizer `a0`, a self-consistent cell is
smaller than `a0` exactly when the basis error, assumed differentiable at stretch `1`, has positive
slope there. -/
theorem selfConsistent_lt_iff {E h : ℝ → ℝ} {a0 b s : ℝ}
    (hconv : StrictConvexOn ℝ (Ioi 0) E) (hE : DifferentiableOn ℝ E (Ioi 0))
    (ha0 : 0 < a0) (hmin : IsMinOn E (Ioi 0) a0) (hh : HasDerivAt h s 1)
    (hb : IsSelfConsistentCell E h b) : b < a0 ↔ 0 < s := by
  refine ⟨fun hlt => ?_, fun hs => selfConsistent_lt hconv.convexOn hE ha0 hmin hh hs hb⟩
  by_contra hcon
  have hbal := force_balance hE hh hb
  have hnn : 0 ≤ deriv E b := by
    by_contra hneg
    have := mul_neg_of_pos_of_neg hb.1 (not_le.1 hneg)
    linarith
  have ht := tangent_le hconv.convexOn hE ha0 hb.1
  have hp := mul_nonneg hnn (sub_pos.2 hlt).le
  -- then `b` would be a second minimizer of `E`
  have hminb : IsMinOn E (Ioi 0) b := isMinOn_iff.2 fun x hx => by
    have := isMinOn_iff.1 hmin x hx
    linarith
  exact hlt.ne (hconv.eq_of_isMinOn hminb hmin hb.1 ha0)
```

With strict convexity the sign can be read in both directions:

b < a0 if and only if s > 0.

One direction is the preceding theorem. For the other, let b < a0 and suppose s ≤ 0. Force balance gives E′(b) = −s/b ≥ 0, and the tangent at b gives

E(a0) ≥ E(b) + E′(b)(a0 − b) ≥ E(b).

So b has an energy no higher than the minimum and is itself a minimizer. A strictly convex function has at most one, so b = a0, which contradicts b < a0.

In the code, `hnn` is the sign of E′(b), `hp` the sign of the product and `hminb` the statement that b minimizes E. What strict convexity contributes is that the minimizer is unique. If E has a flat bottom and h is constant, a cell b inside the flat part is self-consistent with s = 0, although it lies below other minimizers.

```lean
/-- For a convex differentiable energy, the exact energy of a self-consistent cell `b` exceeds that
of any cell `a > 0` by at most `s (a / b - 1)`, with `s` the slope of the basis error at stretch
`1`. -/
theorem energy_error_le {E h : ℝ → ℝ} {a b s : ℝ} (hconv : ConvexOn ℝ (Ioi 0) E)
    (hE : DifferentiableOn ℝ E (Ioi 0)) (hh : HasDerivAt h s 1)
    (hb : IsSelfConsistentCell E h b) (ha : 0 < a) :
    E b - E a ≤ s * (a / b - 1) := by
  have hbal := force_balance hE hh hb
  have ht := tangent_le hconv hE ha hb.1
  have hne : b ≠ 0 := hb.1.ne'
  have hs : s = -(b * deriv E b) := by linarith
  have he : s * (a / b - 1) = -(deriv E b * (a - b)) := by
    rw [hs]
    field_simp
  linarith
```

The tangent also limits the energy lost by stopping at b. For every a > 0,

E(b) − E(a) ≤ s(a/b − 1).

To derive it, rearrange the tangent inequality and insert E′(b) = −s/b:

E(b) − E(a) ≤ −E′(b)(a − b) = (s/b)(a − b) = s(a/b − 1).

With a = a0 this bounds how far the exact energy at b lies above its minimum. In the proof, `he` is the chain of equalities, and `linarith` combines it with the tangent inequality `ht`.

## What a convergent sequence of restarts reaches

```lean
/-- If restarted relaxations converge to a positive cell, and the energy and the basis error
are continuous, then the limiting cell is self-consistent. -/
theorem restart_limit_selfConsistent {E h : ℝ → ℝ} {c : ℕ → ℝ} {b : ℝ}
    (hE : ContinuousOn E (Ioi 0)) (hh : ContinuousOn h (Ioi 0))
    (hc : IsRestartSequence E h c) (hb : 0 < b) (hlim : Tendsto c atTop (𝓝 b)) :
    IsSelfConsistentCell E h b := by
  refine ⟨hb, isMinOn_iff.2 fun a ha => ?_⟩
  have hnext : Tendsto (fun k => c (k + 1)) atTop (𝓝 b) :=
    hlim.comp (tendsto_add_atTop_nat 1)
  have hEb : Tendsto E (𝓝 b) (𝓝 (E b)) := hE.continuousAt (Ioi_mem_nhds hb)
  have hhc : ∀ x : ℝ, 0 < x → Tendsto h (𝓝 x) (𝓝 (h x)) :=
    fun x hx => hh.continuousAt (Ioi_mem_nhds hx)
  have hleft : Tendsto (fun k => E (c (k + 1)) + h (c (k + 1) / c k)) atTop
      (𝓝 (E b + h (b / b))) :=
    (hEb.comp hnext).add ((hhc _ (div_pos hb hb)).comp (hnext.div hlim hb.ne'))
  have hright : Tendsto (fun k => E a + h (a / c k)) atTop (𝓝 (E a + h (a / b))) :=
    tendsto_const_nhds.add
      ((hhc _ (div_pos ha hb)).comp (tendsto_const_nhds.div hlim hb.ne'))
  -- each restart beats the competitor `a`, and the inequality survives the limit
  exact le_of_tendsto_of_tendsto' hleft hright fun k => isMinOn_iff.1 (hc k).2 a ha
```

So far b was assumed to be self-consistent. This theorem obtains that property from the restarts themselves, provided that they converge to a positive cell and that E and h are continuous. `Tendsto c atTop (𝓝 b)` is Lean's way of writing c_k → b as k → ∞.

Fix any competing cell a > 0. Since c_{k+1} minimizes the energy in the basis of c_k,

E(c_{k+1}) + h(c_{k+1}/c_k) ≤ E(a) + h(a/c_k).

As k grows, c_{k+1} and c_k both tend to b > 0, so their ratio tends to 1. By continuity the inequality becomes

E(b) + h(1) ≤ E(a) + h(a/b).

This holds for every a > 0, so b is self-consistent.

`hnext` says that the shifted sequence has the same limit. `hleft` and `hright` are the limits of the two sides, and the final line passes the inequality to the limit. Convexity plays no part in this step.

```lean
/-- Let the energy be convex and differentiable with minimizer `a0`, and let the basis error be
differentiable with positive slope at stretch `1`. If restarted fixed-basis relaxations converge to
a positive cell, that cell is smaller than `a0`. -/
theorem restart_limit_lt {E h : ℝ → ℝ} {c : ℕ → ℝ} {a0 b : ℝ}
    (hconv : ConvexOn ℝ (Ioi 0) E) (hE : DifferentiableOn ℝ E (Ioi 0))
    (ha0 : 0 < a0) (hmin : IsMinOn E (Ioi 0) a0)
    (hh : DifferentiableOn ℝ h (Ioi 0)) (hs : 0 < deriv h 1)
    (hc : IsRestartSequence E h c) (hb : 0 < b) (hlim : Tendsto c atTop (𝓝 b)) :
    b < a0 :=
  selfConsistent_lt hconv hE ha0 hmin
    (hh.differentiableAt (Ioi_mem_nhds one_pos)).hasDerivAt hs
    (restart_limit_selfConsistent hE.continuousOn hh.continuousOn hc hb hlim)
```

This is the statement about practice, within the model. If E is convex and differentiable with minimizer a0, h is differentiable with h′(1) > 0, and the restarts converge to a positive cell b, then

b < a0.

The slope s is now written `deriv h 1`. The proof is a single expression: `restart_limit_selfConsistent` shows that the limit is self-consistent, and `selfConsistent_lt` places it below a0. Differentiability supplies the continuity that the limit needs.

Convergence is an assumption here, as is convexity on the whole range a > 0. The latter is a real restriction: a binding curve that rises from its minimum and levels off at large separation is not convex everywhere. The model also has a single cell length, so changes of cell shape do not enter.

## Two self-consistent cells for one energy curve

```lean
/-- Self-consistent cells need not be unique: for the energy `(a - 2)² / 2` and the basis
error `3 x / 4` at stretch `x`, both `3 / 2` and `1 / 2` are self-consistent. -/
theorem two_selfConsistent_cells :
    IsSelfConsistentCell (fun a => (a - 2) ^ 2 / 2) (fun x => 3 / 4 * x) (3 / 2) ∧
    IsSelfConsistentCell (fun a => (a - 2) ^ 2 / 2) (fun x => 3 / 4 * x) (1 / 2) := by
  refine ⟨⟨by norm_num, isMinOn_iff.2 fun a _ => ?_⟩,
    ⟨by norm_num, isMinOn_iff.2 fun a _ => ?_⟩⟩
  · simp only [fixedBasisEnergy]
    nlinarith [sq_nonneg (a - 3 / 2)]
  · simp only [fixedBasisEnergy]
    nlinarith [sq_nonneg (a - 1 / 2)]

end

end RestartedCellRelaxation
```

The final theorem is an explicit example, with

E(a) = (a − 2)²/2 and h(x) = 3x/4.

In Lean, `fun a => ...` is the function that sends a to the expression after the arrow. The exact minimizer is a0 = 2. With the basis set up at b = 3/2, the energy is

F(a) = (a − 2)²/2 + a/2,

and completing the square gives

F(a) − F(3/2) = (a − 3/2)²/2 ≥ 0.

With the basis set up at b = 1/2, it is

F(a) = (a − 2)²/2 + 3a/2,

and

F(a) − F(1/2) = (a − 1/2)²/2 ≥ 0.

Both cells are therefore self-consistent, and both lie below 2. The proof treats them in turn: `norm_num` checks that each cell is positive, and `nlinarith` proves each inequality from the square it is given. Thus E and h together need not determine a single self-consistent cell, even when E is strictly convex.

```lean
#print axioms RestartedCellRelaxation.selfConsistent_lt_iff
#print axioms RestartedCellRelaxation.energy_error_le
#print axioms RestartedCellRelaxation.restart_limit_lt
#print axioms RestartedCellRelaxation.two_selfConsistent_cells
```

```
'RestartedCellRelaxation.selfConsistent_lt_iff' depends on axioms: [propext, Classical.choice, Quot.sound]
'RestartedCellRelaxation.energy_error_le' depends on axioms: [propext, Classical.choice, Quot.sound]
'RestartedCellRelaxation.restart_limit_lt' depends on axioms: [propext, Classical.choice, Quot.sound]
'RestartedCellRelaxation.two_selfConsistent_cells' depends on axioms: [propext, Classical.choice, Quot.sound]
```
